# The smallest overlap eigenvalue of two normalised exponentials exp(-a(r₁+r₂)) falls as 3d²/4 when their exponents differ by a small fraction d

A Hylleraas calculation on helium expands the wave function in an exponential exp(-a(r₁+r₂)) multiplied by powers of the interparticle distances. Here r₁ and r₂ are the distances of the electrons from the nucleus, and a is an inverse length. A doubled basis contains two such sets with different exponents, a and b, so that one can describe the region near the nucleus and the other the outer region. If an optimisation drives the exponents together, the two sets become nearly linearly dependent. How fast does this happen?

The answer below is for the leading function of each set, the bare exponential without powers of r₁, r₂ or the interelectronic distance r₁₂, with both functions normalised. For b = a(1+d), the smallest eigenvalue of the 2×2 overlap matrix behaves as 3d²/4 for small nonzero d, and the condition number as 8/(3d²).

```lean
import Mathlib

open MeasureTheory Filter Matrix
open scoped Real Topology

namespace HylleraasOverlap

noncomputable section
```

## Two functions and their overlap matrix

Each electron has a position in Euclidean 3-space, with the nucleus at the origin.

```lean
/-- The position space of one electron. -/
abbrev Position := EuclideanSpace ℝ (Fin 3)
```

The basis function with exponent a is

φₐ(x₁, x₂) = (a³/π) exp(-a(r₁+r₂)).

It is a product of two 1s orbitals with the same exponent. In Lean the pair of positions is `x`, and r₁ and r₂ are the norms `‖x.1‖` and `‖x.2‖`. Spin is left out, since the function is symmetric in the two electrons and a singlet spin factor would not change the overlap.

```lean
/-- The two-electron function `(a³/π) exp(-a(r₁ + r₂))` with exponent `a`. -/
def orbitalProduct (a : ℝ) (x : Position × Position) : ℝ :=
  a ^ 3 / π * Real.exp (-(a * (‖x.1‖ + ‖x.2‖)))
```

The overlap is the integral over all six coordinates. No complex conjugate is needed because the functions are real.

S(a, b) = ∫∫ φₐ φ_b d³x₁ d³x₂

```lean
/-- The overlap integral of two such functions over the positions of both electrons. -/
def overlap (a b : ℝ) : ℝ :=
  ∫ x : Position × Position, orbitalProduct a x * orbitalProduct b x
```

These integrals are the entries of the overlap matrix. Its diagonal is not set to 1 by definition; normalisation is proved later.

```lean
/-- The overlap matrix of the basis formed by the functions with exponents `a` and `b`. -/
def overlapMatrix (a b : ℝ) : Matrix (Fin 2) (Fin 2) ℝ :=
  !![overlap a a, overlap a b; overlap b a, overlap b b]
```

A number μ is an eigenvalue of M if Mv = μv for some nonzero vector v.

```lean
/-- The set of real eigenvalues of a real 2×2 matrix. -/
def eigenvalues (M : Matrix (Fin 2) (Fin 2) ℝ) : Set ℝ :=
  {μ | ∃ v : Fin 2 → ℝ, v ≠ 0 ∧ M *ᵥ v = μ • v}
```

The smallest eigenvalue is defined as the infimum of this set,

```lean
/-- The smallest eigenvalue, for matrices that have a real eigenvalue. -/
def minEigenvalue (M : Matrix (Fin 2) (Fin 2) ℝ) : ℝ := sInf (eigenvalues M)
```

and the largest as its supremum.

```lean
/-- The largest eigenvalue, for matrices that have a real eigenvalue. -/
def maxEigenvalue (M : Matrix (Fin 2) (Fin 2) ℝ) : ℝ := sSup (eigenvalues M)
```

The condition number is their ratio, which measures how strongly errors can be amplified when a linear system with this matrix is solved.

```lean
/-- The ratio of the largest to the smallest eigenvalue, for symmetric matrices whose
eigenvalues are all positive. -/
def conditionNumber (M : Matrix (Fin 2) (Fin 2) ℝ) : ℝ :=
  maxEigenvalue M / minEigenvalue M
```

## From the radial integral to the overlap

For c > 0, spherical coordinates give

∫ exp(-cr) d³x = 4π ∫₀^∞ r² exp(-cr) dr = 4π · 2/c³ = 8π/c³.

The Lean proof takes the same route. The radial integral is Γ(3)/c³ with Γ(3) = 2, and the factor 4π appears as three times the volume 4π/3 of the unit ball.

```lean
/-- For `c > 0` the integral of `exp(-c r)` over three-dimensional space is `8π/c³`. -/
theorem integral_exp_neg_norm {c : ℝ} (hc : 0 < c) :
    ∫ x : Position, Real.exp (-(c * ‖x‖)) = 8 * π / c ^ 3 := by
  -- the radial integral is a Gamma function
  have hG : Real.Gamma 3 = 2 := by
    rw [show (3 : ℝ) = ((2 : ℕ) : ℝ) + 1 by norm_num, Real.Gamma_nat_eq_factorial]
    norm_num [Nat.factorial]
  have hp : ∀ y : ℝ, y ^ ((3 : ℝ) - 1) = y ^ 2 := by
    intro y
    rw [show (3 : ℝ) - 1 = ((2 : ℕ) : ℝ) by norm_num, Real.rpow_natCast]
  have h3 : (1 / c) ^ (3 : ℝ) = 1 / c ^ 3 := by
    rw [show (3 : ℝ) = ((3 : ℕ) : ℝ) by norm_num, Real.rpow_natCast, _root_.one_div_pow]
  have hr := Real.integral_rpow_mul_exp_neg_mul_Ioi (a := 3) (r := c) (by norm_num) hc
  simp only [hp] at hr
  rw [hG, h3] at hr
  -- the angular part is the volume of the unit ball
  have hb : (volume : Measure Position).real (Metric.ball 0 1) = π * 4 / 3 := by
    rw [Measure.real, EuclideanSpace.volume_ball_fin_three, ENNReal.ofReal_one, one_pow,
      one_mul, ENNReal.toReal_ofReal (by positivity)]
  have h := integral_fun_norm_addHaar (volume : Measure Position)
    (fun r : ℝ => Real.exp (-(c * r)))
  rw [h]
  simp only [finrank_euclideanSpace_fin, smul_eq_mul, nsmul_eq_mul, hb, Nat.reduceSub]
  rw [hr]
  push_cast
  ring
```

The product of two basis functions separates into one factor per electron:

φₐ φ_b = (a³b³/π²) exp(-(a+b)r₁) exp(-(a+b)r₂).

Each factor is integrated with c = a+b, so for positive exponents

S(a, b) = (a³b³/π²) · (8π/(a+b)³)² = 64(ab)³/(a+b)⁶.

In the proof, `hf` is the separation and `integral_prod_mul` splits the double integral.

```lean
/-- For positive exponents the overlap is `64(ab)³/(a+b)⁶`. -/
theorem overlap_eq {a b : ℝ} (ha : 0 < a) (hb : 0 < b) :
    overlap a b = 64 * (a * b) ^ 3 / (a + b) ^ 6 := by
  have hc : 0 < a + b := add_pos ha hb
  -- the integrand factorises into one-electron parts
  have hf : ∀ x : Position × Position, orbitalProduct a x * orbitalProduct b x =
      a ^ 3 * b ^ 3 / π ^ 2 *
        (Real.exp (-((a + b) * ‖x.1‖)) * Real.exp (-((a + b) * ‖x.2‖))) := by
    intro x
    have he : Real.exp (-((a + b) * ‖x.1‖)) * Real.exp (-((a + b) * ‖x.2‖)) =
        Real.exp (-(a * (‖x.1‖ + ‖x.2‖))) * Real.exp (-(b * (‖x.1‖ + ‖x.2‖))) := by
      rw [← Real.exp_add, ← Real.exp_add]
      congr 1
      ring
    rw [he]
    unfold orbitalProduct
    ring
  unfold overlap
  simp_rw [hf]
  rw [integral_const_mul, Measure.volume_eq_prod,
    integral_prod_mul (fun x : Position => Real.exp (-((a + b) * ‖x‖)))
      (fun x : Position => Real.exp (-((a + b) * ‖x‖))), integral_exp_neg_norm hc]
  have hπ : π ≠ 0 := Real.pi_ne_zero
  field_simp
  ring
```

Setting b = a gives 64a⁶/(2a)⁶ = 1, so the prefactor a³/π does normalise the function.

```lean
/-- For a positive exponent the two-electron function is normalised. -/
theorem overlap_self {a : ℝ} (ha : 0 < a) : overlap a a = 1 := by
  rw [overlap_eq ha ha, div_eq_one_iff_eq (by positivity)]
  ring
```

## The sum and difference of the two functions

With S = S(a, b), the overlap matrix has 1 on the diagonal and S off it. An eigenvector with components v₀ and v₁ satisfies

v₀ + S v₁ = μ v₀
S v₀ + v₁ = μ v₁.

Adding and subtracting these equations gives

(1 + S - μ)(v₀ + v₁) = 0
(1 - S - μ)(v₀ - v₁) = 0.

If μ were neither 1+S nor 1-S, both the sum and the difference of the components would vanish, and v would be zero. Conversely, (1, -1) is an eigenvector for 1-S and (1, 1) is one for 1+S. The two `linear_combination` steps are the addition and subtraction.

```lean
/-- For positive exponents with overlap `S`, the eigenvalues of the overlap matrix are
`1 - S` and `1 + S`. -/
theorem eigenvalues_overlapMatrix {a b : ℝ} (ha : 0 < a) (hb : 0 < b) :
    eigenvalues (overlapMatrix a b) = {1 - overlap a b, 1 + overlap a b} := by
  have hs : overlap b a = overlap a b := by simp only [overlap, mul_comm]
  unfold overlapMatrix
  rw [overlap_self ha, overlap_self hb, hs]
  generalize overlap a b = S
  ext μ
  constructor
  · rintro ⟨v, hv, h⟩
    have h0 : 1 * v 0 + S * v 1 = μ * v 0 := by
      simpa [Matrix.mulVec, dotProduct, Fin.sum_univ_two] using congrFun h 0
    have h1 : S * v 0 + 1 * v 1 = μ * v 1 := by
      simpa [Matrix.mulVec, dotProduct, Fin.sum_univ_two] using congrFun h 1
    -- sum and difference of the components decouple
    have hp : (1 + S - μ) * (v 0 + v 1) = 0 := by linear_combination h0 + h1
    have hm : (1 - S - μ) * (v 0 - v 1) = 0 := by linear_combination h0 - h1
    rcases mul_eq_zero.mp hp with hp | hp
    · exact Or.inr (show μ = 1 + S by linarith)
    rcases mul_eq_zero.mp hm with hm | hm
    · exact Or.inl (show μ = 1 - S by linarith)
    have e0 : v 0 = 0 := by linarith
    have e1 : v 1 = 0 := by linarith
    exact absurd (by ext i; fin_cases i <;> simp [e0, e1]) hv
  · rintro (rfl | rfl)
    · refine ⟨![1, -1], fun h => by simpa using congrFun h 0, ?_⟩
      ext i
      fin_cases i <;> simp [Matrix.mulVec, dotProduct, Fin.sum_univ_two] <;> ring
    · refine ⟨![1, 1], fun h => by simpa using congrFun h 0, ?_⟩
      ext i
      fin_cases i <;> simp [Matrix.mulVec, dotProduct, Fin.sum_univ_two]
      ring
```

Since S ≥ 0, the smaller eigenvalue is 1-S and the larger is 1+S. The infimum and supremum are therefore attained, and the definitions give the eigenvalues they are named after.

```lean
/-- For positive exponents with overlap `S`, the smallest eigenvalue of the overlap matrix
is `1 - S` and the largest is `1 + S`. -/
theorem extreme_eigenvalues {a b : ℝ} (ha : 0 < a) (hb : 0 < b) :
    minEigenvalue (overlapMatrix a b) = 1 - overlap a b ∧
      maxEigenvalue (overlapMatrix a b) = 1 + overlap a b := by
  have hS : 0 ≤ overlap a b := by rw [overlap_eq ha hb]; positivity
  unfold minEigenvalue maxEigenvalue
  rw [eigenvalues_overlapMatrix ha hb, csInf_pair, csSup_pair]
  exact ⟨inf_eq_left.mpr (by linarith), sup_eq_right.mpr (by linarith)⟩
```

The smallest eigenvalue is positive exactly when S < 1. From

(a+b)² - 4ab = (a-b)²

it follows that 4ab < (a+b)² whenever a ≠ b. Cubing gives 64(ab)³ < (a+b)⁶, which is S < 1. For a = b the overlap is 1 and the eigenvalue is zero. Two different positive exponents thus always give linearly independent functions, however close they are.

```lean
/-- For positive exponents the smallest eigenvalue of the overlap matrix is positive exactly
when the exponents differ. -/
theorem minEigenvalue_pos_iff {a b : ℝ} (ha : 0 < a) (hb : 0 < b) :
    0 < minEigenvalue (overlapMatrix a b) ↔ a ≠ b := by
  rw [(extreme_eigenvalues ha hb).1, sub_pos]
  constructor
  · rintro h rfl
    exact absurd (overlap_self ha) h.ne
  · intro h
    -- strict inequality of arithmetic and geometric means, cubed
    have h2 : 0 < (a - b) ^ 2 := sq_pos_of_ne_zero (sub_ne_zero.mpr h)
    have h4 : 4 * (a * b) < (a + b) ^ 2 := by linarith [h2, sq_nonneg (a - b),
      show (a + b) ^ 2 = (a - b) ^ 2 + 4 * (a * b) by ring]
    have h6 := pow_lt_pow_left₀ h4 (by positivity) (show 3 ≠ 0 by norm_num)
    rw [overlap_eq ha hb, div_lt_one (by positivity)]
    calc 64 * (a * b) ^ 3 = (4 * (a * b)) ^ 3 := by ring
      _ < ((a + b) ^ 2) ^ 3 := h6
      _ = (a + b) ^ 6 := by ring
```

## Quadratic loss as the exponents approach each other

Now let b = a(1+d), where d > -1 is the relative difference of the exponents. With t = d/(2+d), which equals (b-a)/(b+a),

1 - t² = 4(1+d)/(2+d)²

S = 64(1+d)³/(2+d)⁶ = (1 - t²)³.

The exponent a has cancelled: only the ratio of the exponents matters, as expected from a change of length unit. The smallest eigenvalue, called m from here on, is

m = 1 - (1 - t²)³.

```lean
/-- For exponents `a > 0` and `a(1+d)` with `d > -1`, the smallest eigenvalue of the overlap
matrix is `1 - (1 - (d/(2+d))²)³`. -/
theorem minEigenvalue_formula {a d : ℝ} (ha : 0 < a) (hd : -1 < d) :
    minEigenvalue (overlapMatrix a (a * (1 + d))) = 1 - (1 - (d / (2 + d)) ^ 2) ^ 3 := by
  have hb : 0 < a * (1 + d) := mul_pos ha (by linarith)
  have h2 : 2 + d ≠ 0 := by linarith
  have ht : 1 - (d / (2 + d)) ^ 2 = 4 * (1 + d) / (2 + d) ^ 2 := by
    field_simp
    ring
  rw [(extreme_eigenvalues ha hb).1, overlap_eq ha hb, ht,
    show a + a * (1 + d) = a * (2 + d) by ring]
  congr 1
  field_simp
  ring
```

Expanding the cube gives m = 3t² - 3t⁴ + t⁶. Since t² = d²/(2+d)², division by d² leaves

m/d² = (3 - 3t² + t⁴)/(2+d)².

The right-hand side is continuous at d = 0, where t = 0, and its value there is 3/4. In the theorem, `𝓝[≠] 0` says that d approaches zero from either side without being zero. The proof establishes the continuity first, then uses `congr'` to transfer the limit to m/d², because the two expressions agree for all nonzero d > -1.

```lean
/-- For exponents `a > 0` and `a(1+d)`, the smallest eigenvalue of the overlap matrix divided
by `d²` tends to `3/4` as `d` tends to zero through nonzero values. -/
theorem minEigenvalue_div_sq_tendsto {a : ℝ} (ha : 0 < a) :
    Tendsto (fun d : ℝ => minEigenvalue (overlapMatrix a (a * (1 + d))) / d ^ 2)
      (𝓝[≠] 0) (𝓝 (3 / 4)) := by
  -- after division by `d²` a function continuous at zero remains
  have hc : ContinuousAt (fun d : ℝ =>
      (3 - 3 * (d / (2 + d)) ^ 2 + (d / (2 + d)) ^ 4) / (2 + d) ^ 2) 0 := by
    fun_prop (disch := norm_num)
  have hl := hc.tendsto.mono_left (nhdsWithin_le_nhds (s := {0}ᶜ))
  norm_num at hl
  refine hl.congr' ?_
  filter_upwards [self_mem_nhdsWithin,
    nhdsWithin_le_nhds (Ioi_mem_nhds (show (-1 : ℝ) < 0 by norm_num))] with d hd hd1
  have hd0 : d ≠ 0 := hd
  have hd2 : -1 < d := hd1
  have h2 : 2 + d ≠ 0 := by linarith
  rw [minEigenvalue_formula ha hd2]
  field_simp
  ring
```

The eigenvalues add up to 2, the trace of the matrix, so the condition number is κ = (2 - m)/m and

κ d² = (2 - m)/(m/d²).

As d tends to zero, m tends to zero and m/d² to 3/4, so the limit is 2/(3/4) = 8/3. The Lean proof writes m as (m/d²)·d² to obtain its limit from the previous theorem, and uses the positivity of m for a ≠ b to justify the division.

```lean
/-- For exponents `a > 0` and `a(1+d)`, the condition number of the overlap matrix multiplied
by `d²` tends to `8/3` as `d` tends to zero through nonzero values. -/
theorem conditionNumber_mul_sq_tendsto {a : ℝ} (ha : 0 < a) :
    Tendsto (fun d : ℝ => conditionNumber (overlapMatrix a (a * (1 + d))) * d ^ 2)
      (𝓝[≠] 0) (𝓝 (8 / 3)) := by
  have hm := minEigenvalue_div_sq_tendsto ha
  have hq : Tendsto (fun d : ℝ => d ^ 2) (𝓝[≠] 0) (𝓝 0) := by
    have h : ContinuousAt (fun d : ℝ => d ^ 2) 0 := by fun_prop
    simpa using h.tendsto.mono_left (nhdsWithin_le_nhds (s := {0}ᶜ))
  have hl := ((tendsto_const_nhds (x := (2 : ℝ))).sub (hm.mul hq)).div hm (by norm_num)
  rw [show ((2 : ℝ) - 3 / 4 * 0) / (3 / 4) = 8 / 3 by norm_num] at hl
  refine hl.congr' ?_
  filter_upwards [self_mem_nhdsWithin,
    nhdsWithin_le_nhds (Ioi_mem_nhds (show (-1 : ℝ) < 0 by norm_num))] with d hd hd1
  have hd0 : d ≠ 0 := hd
  have hd2 : -1 < d := hd1
  have hb : 0 < a * (1 + d) := mul_pos ha (by linarith)
  have hne : a ≠ a * (1 + d) := by
    intro h
    have h0 : a * d = 0 := by linarith
    exact (mul_ne_zero ha.ne' hd0) h0
  have hpos := ((minEigenvalue_pos_iff ha hb).mpr hne).ne'
  -- the two eigenvalues add up to the trace, which is two
  have hmax : maxEigenvalue (overlapMatrix a (a * (1 + d))) =
      2 - minEigenvalue (overlapMatrix a (a * (1 + d))) := by
    rw [(extreme_eigenvalues ha hb).1, (extreme_eigenvalues ha hb).2]
    ring
  simp only [Pi.div_apply, conditionNumber, hmax]
  generalize minEigenvalue (overlapMatrix a (a * (1 + d))) = m at hpos
  field_simp

end

end HylleraasOverlap
```

```lean
#print axioms HylleraasOverlap.minEigenvalue_pos_iff
-- 'HylleraasOverlap.minEigenvalue_pos_iff' depends on axioms: [propext, Classical.choice, Quot.sound]
#print axioms HylleraasOverlap.conditionNumber_mul_sq_tendsto
-- 'HylleraasOverlap.conditionNumber_mul_sq_tendsto' depends on axioms: [propext, Classical.choice, Quot.sound]
```

## Orthogonalising the pair in a helium calculation

A linear variational calculation solves a generalised eigenvalue problem with two matrices: the overlap matrix and the matrix of the Hamiltonian H, whose elements are Hₐ_b = ⟨φₐ|H|φ_b⟩ and likewise Hₐₐ and H_bb. A common first step is to pass to an orthonormal basis built from the eigenvectors of the overlap matrix. For this pair, the eigenvector of the smallest eigenvalue gives the function

χ = (φₐ - φ_b)/√(2m).

Its diagonal Hamiltonian element is

⟨χ|H|χ⟩ = (Hₐₐ - 2Hₐ_b + H_bb)/(2m).

The numerator is a small difference of larger numbers, and the division by 2m magnifies any error that remains in this difference. If each of the three matrix elements is uncertain by at most ε, the result can be wrong by up to 2ε/m, which is about 8ε/(3d²) for small d.

For exponents that differ by one per cent, d = 0.01, the formula gives m ≈ 7.43 × 10⁻⁵ and κ ≈ 2.69 × 10⁴, so more than four decimal digits can be lost in this element. Reducing d by a factor of ten costs about two more digits.

The step from this pair to a full doubled Hylleraas basis, with its polynomial factors and r₁₂ terms, lies beyond the theorems. A variational argument gives one direction: if both functions belong to a larger normalised basis, the smallest eigenvalue of the larger overlap matrix is at most m. The additional functions can lower it further, so 3d²/4 describes the pair and need not be the rate for the whole basis.
